# A unitary that diagonalises A + tB diagonalises both A and B if every eigenvector of A + tB is an eigenvector of each

Let A and B be complex n × n matrices, which may stand for two observables on a finite-dimensional state space, though neither is assumed Hermitian and they are not assumed to commute. A real coupling t is called exceptional if A + tB has an eigenvector that is not an eigenvector of both A and B; eigenvectors here are nonzero but need not be normalised. The lemma says that if t is not exceptional and U is a unitary for which U†(A + tB)U is diagonal, then U†AU and U†BU are diagonal too. The proof shows that each column of U is an eigenvector of A + tB, hence of A and of B, and concludes that the off-diagonal entries of both transformed matrices vanish.

This version doesn't compile in Lean 4 with Mathlib:

```lean
import Mathlib

open Matrix MeasureTheory

namespace JointDiagonalization

noncomputable section

variable {n : ℕ}

/-- A nonzero vector that the matrix `M` maps to a multiple of itself. -/
def IsEigvec (M : Matrix (Fin n) (Fin n) ℂ) (v : Fin n → ℂ) : Prop :=
  v ≠ 0 ∧ ∃ μ : ℂ, M *ᵥ v = μ • v

/-- The real couplings `t` for which `A + t B` has an eigenvector that is not a common
eigenvector of `A` and `B`. -/
def exceptional (A B : Matrix (Fin n) (Fin n) ℂ) : Set ℝ :=
  {t | ∃ v, IsEigvec (A + (t : ℂ) • B) v ∧ ¬ (IsEigvec A v ∧ IsEigvec B v)}

/-- If `t` is not exceptional, every unitary that diagonalizes `A + t B` diagonalizes both
`A` and `B`. -/
theorem isDiag_of_not_exceptional {A B U : Matrix (Fin n) (Fin n) ℂ} {t : ℝ}
    (ht : t ∉ exceptional A B) (hU : U ∈ unitaryGroup (Fin n) ℂ)
    (hD : (star U * (A + (t : ℂ) • B) * U).IsDiag) :
    (star U * A * U).IsDiag ∧ (star U * B * U).IsDiag := by
  have hU2 : U * star U = 1 := mem_unitaryGroup_iff.1 hU
  have hU1 : star U * U = 1 := mul_eq_one_comm.1 hU2
  -- an eigenvector column of `U` gives a column without off-diagonal entries
  have hent : ∀ (M : Matrix (Fin n) (Fin n) ℂ) (j : Fin n),
      IsEigvec M (U *ᵥ Pi.single j 1) → ∀ i, i ≠ j → (star U * M * U) i j = 0 := by
    rintro M j ⟨_, μ, hμ⟩ i hij
    have h : (star U * M * U) *ᵥ Pi.single j 1 = μ • Pi.single j 1 := by
      rw [← Matrix.mulVec_mulVec, ← Matrix.mulVec_mulVec, hμ, Matrix.mulVec_smul,
        Matrix.mulVec_mulVec, hU1, Matrix.one_mulVec]
    have h' := congrFun h i
    simpa [hij] using h'
  have hs : ∀ (D : Matrix (Fin n) (Fin n) ℂ) (j : Fin n), D.IsDiag →
      D *ᵥ Pi.single j 1 = D j j • Pi.single j 1 := by
    intro D j hd
    ext i
    by_cases h : i = j
    · subst h
      simp
    · simp [h, hd h]
  -- the columns of `U` are eigenvectors of `A + t B`, hence common eigenvectors
  have hcol : ∀ j, IsEigvec A (U *ᵥ Pi.single j 1) ∧ IsEigvec B (U *ᵥ Pi.single j 1) := by
    intro j
    by_contra hn
    refine ht ⟨U *ᵥ Pi.single j 1, ⟨fun h0 => ?_, _, ?_⟩, hn⟩
    · have h1 := congrArg (fun w => star U *ᵥ w) h0
      simp only [Matrix.mulVec_mulVec, hU1, Matrix.one_mulVec, Matrix.mulVec_zero] at h1
      simpa using congrFun h1 j
    · exact (star U * (A + (t : ℂ) • B) * U) j j
    · have h1 : U * (star U * (A + (t : ℂ) • B) * U) = (A + (t : ℂ) • B) * U := by
        rw [← mul_assoc, ← mul_assoc, hU2, one_mul]
      rw [Matrix.mulVec_mulVec, ← h1, ← Matrix.mulVec_mulVec, hs _ j hD, Matrix.mulVec_smul]
  exact ⟨fun i j hij => hent A j (hcol j).1 i hij, fun i j hij => hent B j (hcol j).2 i hij⟩

end

end JointDiagonalization
```

Messages:

```
Main.lean:49:50: error: don't know how to synthesize placeholder for argument `w`
context:
n : ℕ
A B U : Matrix (Fin n) (Fin n) ℂ
t : ℝ
ht : t ∉ exceptional A B
hU : U ∈ unitaryGroup (Fin n) ℂ
hD : (star U * (A + ↑t • B) * U).IsDiag
hU2 : U * star U = 1
hU1 : star U * U = 1
hent :
  ∀ (M : Matrix (Fin n) (Fin n) ℂ) (j : Fin n),
    IsEigvec M (U *ᵥ Pi.single j 1) → ∀ (i : Fin n), i ≠ j → (star U * M * U) i j = 0
hs : ∀ (D : Matrix (Fin n) (Fin n) ℂ) (j : Fin n), D.IsDiag → D *ᵥ Pi.single j 1 = D j j • Pi.single j 1
j : Fin n
hn : ¬(IsEigvec A (U *ᵥ Pi.single j 1) ∧ IsEigvec B (U *ᵥ Pi.single j 1))
⊢ ℂ
```

The message concerns the `_` in the `refine` line. To show that a column of `U` is an eigenvector of `A + t B`, one must supply an eigenvalue, the witness `w` of the existential in `IsEigvec`, and a proof of the eigenvalue equation. In `refine`, a plain `_` must be filled in by Lean during elaboration, whereas `?_` may be left as a new goal. Nothing in that line fixes the eigenvalue: the equation that involves it is itself postponed as `?_`. Lean is therefore left with an unknown complex number, the `⊢ ℂ` of the message, and reports an error. The second bullet was meant to supply this number, but a plain `_` does not create a goal for it.

The repair writes the eigenvalue, the `j`-th diagonal entry of `star U * (A + (t : ℂ) • B) * U`, directly in place of `_`. Two goals then remain, that the column is nonzero and that the eigenvalue equation holds, so the bullet that gave the number is removed. The line break inside the `refine` term and the blank line left by the deleted bullet are only layout.

This version goes through:

```diff
@@ -47,9 +47,10 @@
     intro j
     by_contra hn
-    refine ht ⟨U *ᵥ Pi.single j 1, ⟨fun h0 => ?_, _, ?_⟩, hn⟩
+    refine ht ⟨U *ᵥ Pi.single j 1,
+      ⟨fun h0 => ?_, (star U * (A + (t : ℂ) • B) * U) j j, ?_⟩, hn⟩
     · have h1 := congrArg (fun w => star U *ᵥ w) h0
       simp only [Matrix.mulVec_mulVec, hU1, Matrix.one_mulVec, Matrix.mulVec_zero] at h1
       simpa using congrFun h1 j
-    · exact (star U * (A + (t : ℂ) • B) * U) j j
+
     · have h1 : U * (star U * (A + (t : ℂ) • B) * U) = (A + (t : ℂ) • B) * U := by
         rw [← mul_assoc, ← mul_assoc, hU2, one_mul]
```
